# Every bound state at an attractive site on an infinite nearest-neighbour hopping chain has the charge fraction $2s^{2N+2}/(1+s^2)$ beyond distance $N$

Q: Before I read a reference potential far from a defect, I pick a distance $N$ beyond which the bound charge is below my tolerance. Can a formula set $N$?

A: For one non-interacting particle on an infinite chain, yes. Let the hopping between nearest neighbours be $-t$, and let the site energy be $-U$ at the origin and zero elsewhere, with $t,U>0$. Define
$$D=\sqrt{U^2+4t^2},\qquad s=\frac{D-U}{2t}.$$
Every bound state has energy $E=-D$, amplitudes $\psi_n=\psi_0s^{|n|}$ and the fraction $2s^{2N+2}/(1+s^2)$ of its charge at $|n|>N$. For $t=2$, $U=3$ this is $\tfrac25\,4^{-N}$, so a tolerance of $10^{-3}$ needs $N=5$.

Q: Did you assume the exponential?

A: No. Away from the origin, with $e=-E/t$, the eigenvalue equation reads $\psi_{n+1}=e\psi_n-\psi_{n-1}$. On either half-line, call the amplitudes $\varphi_0,\varphi_1,\dots$, starting at the defect, and set $I_n=\varphi_{n+1}^2+\varphi_n^2-e\varphi_n\varphi_{n+1}$. Then
$$I_{n+1}-I_n=(\varphi_{n+2}-\varphi_n)(\varphi_{n+2}+\varphi_n-e\varphi_{n+1})=0.$$
Square summability sends $\varphi_n$ to zero, so $I_n=0$ for all $n$.

If $\psi_0=0$, then $I_0=0$ gives $\varphi_1=0$, and the recurrence makes both half-lines vanish. So $\psi_0\ne0$. With $r=\varphi_1/\varphi_0$, $I_0=0$ becomes $r^2-er+1=0$. By induction $\varphi_{n+2}=\varphi_0r^n(er-1)=\varphi_0r^{n+2}$, and summability forces $|r|<1$.

Let $r$ and $q$ be the right and left ratios. Their two quadratics combine to $(r-q)(rq-1)=0$; since $|rq|<1$, $q=r$. The defect equation is $E=-2tr-U$, while the quadratic gives $-Er=t(r^2+1)$. Hence $tr^2+Ur=t$, with roots $s$ and $-1/s$. Since $U<D<U+2t$, we have $0<s<1$, so $r=s$ and $E=-2ts-U=-D$.

With $a=s^2$, the charge sums are
$$\sum_n a^{|n|}=\frac{1+a}{1-a},\qquad \sum_{|n|>N}a^{|n|}=\frac{2a^{N+1}}{1-a},$$
and their ratio is the claimed fraction. At $N=0$, $t(1-s^2)=Us$ and $t(1+s^2)=sD$ turn it into $1-U/D$.

Q: What does Lean take the Hamiltonian to be?

```lean
import Mathlib

open Filter Topology

namespace DefectChainCharge

noncomputable section
```

A: `chainH` acts site by site on complex amplitudes `ψ : ℤ → ℂ`. Here $t$ stands for the coupling between neighbouring orbitals and $U$ for the defect's attraction, not a Hubbard repulsion. Both are inputs.

```lean
/-- The chain Hamiltonian with hopping `-t` and site energy `-U` at the origin. -/
def chainH (t U : ℝ) (ψ : ℤ → ℂ) (n : ℤ) : ℂ :=
  -(t : ℂ) * (ψ (n + 1) + ψ (n - 1)) - if n = 0 then (U : ℂ) * ψ n else 0
```

Q: And "bound"?

A: Nonzero, square-summable and an eigenvector. `E` is allowed to be complex; that it is real comes out of the theorem.

```lean
/-- A bound state of energy `E`: a nonzero square-summable eigenvector of the chain. -/
structure IsBoundState (t U : ℝ) (E : ℂ) (ψ : ℤ → ℂ) : Prop where
  nonzero : ψ ≠ 0
  summable : Summable fun n => ‖ψ n‖ ^ 2
  eigen : ∀ n, chainH t U ψ n = E * ψ n
```

`decay` is $s$.

```lean
/-- The ratio `s = (sqrt(U^2+4t^2) - U)/(2t)`, for `t ≠ 0`. -/
def decay (t U : ℝ) : ℝ := (Real.sqrt (U ^ 2 + 4 * t ^ 2) - U) / (2 * t)
```

`outerFraction` divides by the total charge, so `ψ` need not be normalised.

```lean
/-- The fraction of the charge on sites with `|n| > N`, for nonzero square-summable `ψ`. -/
def outerFraction (ψ : ℤ → ℂ) (N : ℕ) : ℝ :=
  (∑' n : ℤ, if N < n.natAbs then ‖ψ n‖ ^ 2 else 0) / ∑' n : ℤ, ‖ψ n‖ ^ 2
```

Q: What is missing compared with my supercell?

A: Among other things, periodic images, the other electrons, electrostatics, screening, relaxation and, for a bulk crystal, two more dimensions. The result gives a decay length for this model, not an alignment correction.

Q: Does the sign of $U$ matter?

A: Yes. Take $t=2$, $U=-3$. Then $\psi_n=(-1/2)^{|n|}$ is bound with energy $+5$ and has $2/5$ of its charge off the defect. The formula would have $s=2$ and give $8/5$, more than the whole charge.

Q: Then take me through the proof.

A: First come the bounds on $s$ and its quadratic equation.

```lean
/-- For `t, U > 0` the ratio `s` lies between 0 and 1, solves `t s^2 + U s = t`, and
satisfies `2 t s + U = sqrt(U^2+4t^2)`. -/
theorem decay_spec {t U : ℝ} (ht : 0 < t) (hU : 0 < U) :
    0 < decay t U ∧ decay t U < 1 ∧ t * decay t U ^ 2 + U * decay t U = t ∧
      2 * t * decay t U + U = Real.sqrt (U ^ 2 + 4 * t ^ 2) := by
  have hD2 := Real.sq_sqrt (show 0 ≤ U ^ 2 + 4 * t ^ 2 by positivity)
  have hD0 := Real.sqrt_nonneg (U ^ 2 + 4 * t ^ 2)
  have hDU : U < Real.sqrt (U ^ 2 + 4 * t ^ 2) := by
    by_contra h
    nlinarith [not_lt.1 h, pow_pos ht 2]
  have hs : 0 < decay t U := div_pos (sub_pos.2 hDU) (by positivity)
  have h2 : 2 * t * decay t U + U = Real.sqrt (U ^ 2 + 4 * t ^ 2) := by
    have h : 2 * t * decay t U = Real.sqrt (U ^ 2 + 4 * t ^ 2) - U := by
      unfold decay
      field_simp
    linarith
  have h3 : (2 * t * decay t U + U) ^ 2 = U ^ 2 + 4 * t ^ 2 := by rw [h2, hD2]
  have hq : t * decay t U ^ 2 + U * decay t U = t := by
    apply mul_left_cancel₀ (show 4 * t ≠ 0 by positivity)
    linear_combination h3
  refine ⟨hs, ?_, hq, h2⟩
  by_contra h
  have h1 : 1 ≤ decay t U ^ 2 := by nlinarith [not_lt.1 h]
  nlinarith [mul_pos hU hs, mul_le_mul_of_nonneg_left h1 ht.le]
```

Induction gives the conservation of $I_n$, and uniqueness of limits gives its vanishing.

```lean
/-- A square-summable solution of the half-line recurrence has vanishing
conserved quadratic form. -/
theorem halfline_invariant {φ : ℕ → ℂ} {e : ℂ}
    (hrec : ∀ n, φ (n + 2) = e * φ (n + 1) - φ n) (hs : Summable fun n => ‖φ n‖ ^ 2) :
    φ 1 ^ 2 + φ 0 ^ 2 - e * φ 0 * φ 1 = 0 := by
  have hc : ∀ n, φ (n + 1) ^ 2 + φ n ^ 2 - e * φ n * φ (n + 1)
      = φ 1 ^ 2 + φ 0 ^ 2 - e * φ 0 * φ 1 := by
    intro n
    induction n with
    | zero => simp
    | succ n ih =>
      rw [← ih, show n + 1 + 1 = n + 2 from rfl, hrec n]
      ring
  -- the amplitudes, and with them the conserved form, tend to zero
  have h0 : Tendsto φ atTop (𝓝 0) := by
    rw [tendsto_zero_iff_norm_tendsto_zero]
    have h := (Real.continuous_sqrt.tendsto 0).comp hs.tendsto_atTop_zero
    simpa [Function.comp_def, Real.sqrt_sq] using h
  have h1 : Tendsto (fun n => φ (n + 1)) atTop (𝓝 0) := h0.comp (tendsto_add_atTop_nat 1)
  have hl := ((h1.pow 2).add (h0.pow 2)).sub ((h0.const_mul e).mul h1)
  simp only [hc] at hl
  have := tendsto_nhds_unique tendsto_const_nhds hl
  simpa using this
```

Next, the case $\varphi_0=0$.

```lean
/-- A square-summable solution of the half-line recurrence that vanishes on the first site
vanishes everywhere. -/
theorem halfline_node {φ : ℕ → ℂ} {e : ℂ}
    (hrec : ∀ n, φ (n + 2) = e * φ (n + 1) - φ n) (hs : Summable fun n => ‖φ n‖ ^ 2)
    (h0 : φ 0 = 0) (n : ℕ) : φ n = 0 := by
  have h1 : φ 1 = 0 := by
    have h := halfline_invariant hrec hs
    rw [h0] at h
    exact pow_eq_zero_iff (two_ne_zero) |>.1 (by linear_combination h)
  have h : ∀ n, φ n = 0 ∧ φ (n + 1) = 0 := by
    intro n
    induction n with
    | zero => exact ⟨h0, h1⟩
    | succ n ih => exact ⟨ih.2, by rw [show n + 1 + 1 = n + 2 from rfl, hrec n, ih.1, ih.2]; simp⟩
  exact (h n).1
```

Otherwise the decay is geometric; $|r|\ge1$ would give $|\varphi_n|^2\ge|\varphi_0|^2>0$ for all $n$, so the amplitudes could not tend to zero.

```lean
/-- A square-summable solution of the half-line recurrence, nonzero on the first site, decays
geometrically with a ratio that solves the characteristic equation. -/
theorem halfline_decay {φ : ℕ → ℂ} {e : ℂ}
    (hrec : ∀ n, φ (n + 2) = e * φ (n + 1) - φ n) (hs : Summable fun n => ‖φ n‖ ^ 2)
    (h0 : φ 0 ≠ 0) :
    ∃ r : ℂ, ‖r‖ < 1 ∧ r ^ 2 - e * r + 1 = 0 ∧ ∀ n, φ n = φ 0 * r ^ n := by
  obtain ⟨r, h1⟩ : ∃ r, φ 1 = φ 0 * r := ⟨φ 1 / φ 0, by field_simp⟩
  have hr : r ^ 2 - e * r + 1 = 0 := by
    have h := halfline_invariant hrec hs
    rw [h1] at h
    apply mul_left_cancel₀ (pow_ne_zero 2 h0)
    linear_combination h
  have hp : ∀ n, φ n = φ 0 * r ^ n ∧ φ (n + 1) = φ 0 * r ^ (n + 1) := by
    intro n
    induction n with
    | zero => exact ⟨by simp, by simpa using h1⟩
    | succ n ih =>
      refine ⟨ih.2, ?_⟩
      linear_combination hrec n + e * ih.2 - ih.1 - φ 0 * r ^ n * hr
  refine ⟨r, ?_, hr, fun n => (hp n).1⟩
  -- a ratio of modulus at least one would spoil square summability
  by_contra h
  have hb : ∀ n, ‖φ 0‖ ^ 2 ≤ ‖φ n‖ ^ 2 := by
    intro n
    rw [(hp n).1, norm_mul, norm_pow]
    have h2 : 1 ≤ ‖r‖ ^ n := one_le_pow₀ (not_lt.1 h)
    exact pow_le_pow_left₀ (norm_nonneg _) (le_mul_of_one_le_right (norm_nonneg _) h2) 2
  have h3 := ge_of_tendsto' hs.tendsto_atTop_zero hb
  have h4 := pow_pos (norm_pos_iff.2 h0) 2
  linarith
```

The main theorem applies these lemmas to `ψ n` and `ψ (-n)`, then matches the ratios and solves the defect equation. The `linear_combination` calls carry out the eliminations above.

```lean
/-- For `t, U > 0` every bound state has energy `-sqrt(U^2+4t^2)`, is nonzero at the defect,
and has amplitudes `ψ_0 s^|n|`. -/
theorem boundState_unique {t U : ℝ} (ht : 0 < t) (hU : 0 < U) {E : ℂ} {ψ : ℤ → ℂ}
    (h : IsBoundState t U E ψ) :
    E = -(Real.sqrt (U ^ 2 + 4 * t ^ 2) : ℂ) ∧ ψ 0 ≠ 0 ∧
      ∀ n, ψ n = ψ 0 * (decay t U : ℂ) ^ n.natAbs := by
  have htC : (t : ℂ) ≠ 0 := by exact_mod_cast ht.ne'
  obtain ⟨e, he⟩ : ∃ e : ℂ, (t : ℂ) * e = -E := ⟨-E / t, by field_simp⟩
  have hrec : ∀ m : ℤ, m ≠ 0 → ψ (m + 1) = e * ψ m - ψ (m - 1) := by
    intro m hm
    have h1 := h.eigen m
    simp only [chainH, if_neg hm, sub_zero] at h1
    apply mul_left_cancel₀ htC
    linear_combination -h1 - ψ m * he
  -- the two half-lines
  have hR : ∀ n : ℕ, ψ ((n + 2 : ℕ) : ℤ) = e * ψ ((n + 1 : ℕ) : ℤ) - ψ (n : ℤ) := by
    intro n
    have h1 := hrec ((n + 1 : ℕ) : ℤ) (by omega)
    rwa [show ((n + 1 : ℕ) : ℤ) + 1 = ((n + 2 : ℕ) : ℤ) by omega,
      show ((n + 1 : ℕ) : ℤ) - 1 = (n : ℤ) by omega] at h1
  have hL : ∀ n : ℕ, ψ (-((n + 2 : ℕ) : ℤ)) = e * ψ (-((n + 1 : ℕ) : ℤ)) - ψ (-(n : ℤ)) := by
    intro n
    have h1 := hrec (-((n + 1 : ℕ) : ℤ)) (by omega)
    rw [show -((n + 1 : ℕ) : ℤ) + 1 = -(n : ℤ) by omega,
      show -((n + 1 : ℕ) : ℤ) - 1 = -((n + 2 : ℕ) : ℤ) by omega] at h1
    linear_combination h1
  have sR : Summable fun n : ℕ => ‖ψ (n : ℤ)‖ ^ 2 :=
    h.summable.comp_injective (i := fun n : ℕ => (n : ℤ)) (fun a b hab => by simpa using hab)
  have sL : Summable fun n : ℕ => ‖ψ (-(n : ℤ))‖ ^ 2 :=
    h.summable.comp_injective (i := fun n : ℕ => -(n : ℤ)) (fun a b hab => by simpa using hab)
  have h0 : ψ 0 ≠ 0 := by
    intro hz
    apply h.nonzero
    funext n
    obtain ⟨k, rfl | rfl⟩ := n.eq_nat_or_neg
    · exact halfline_node (φ := fun n : ℕ => ψ (n : ℤ)) hR sR (by simpa using hz) k
    · exact halfline_node (φ := fun n : ℕ => ψ (-(n : ℤ))) hL sL (by simpa using hz) k
  obtain ⟨r, r1, hr, pr⟩ :=
    halfline_decay (φ := fun n : ℕ => ψ (n : ℤ)) hR sR (by simpa using h0)
  obtain ⟨q, q1, hq, pq⟩ :=
    halfline_decay (φ := fun n : ℕ => ψ (-(n : ℤ))) hL sL (by simpa using h0)
  simp only [Nat.cast_zero, neg_zero] at pr pq
  have hlt : ∀ x y : ℂ, ‖x‖ < 1 → ‖y‖ < 1 → ‖x * y‖ < 1 := by
    intro x y hx hy
    rw [norm_mul]
    nlinarith [mul_nonneg (sub_nonneg.2 hx.le) (norm_nonneg y)]
  -- both sides decay with the same ratio
  have hqr : q = r := by
    have hm : (r - q) * (r * q - 1) = 0 := by linear_combination q * hr - r * hq
    rcases mul_eq_zero.1 hm with h1 | h1
    · exact (sub_eq_zero.1 h1).symm
    · have h2 := hlt r q r1 q1
      rw [sub_eq_zero.1 h1, norm_one] at h2
      exact absurd h2 (lt_irrefl _)
  -- the equation at the defect site
  have hE : -(t : ℂ) * (2 * r) - U = E := by
    have h1 := h.eigen 0
    have p1 : ψ 1 = ψ 0 * r := by simpa using pr 1
    have p2 : ψ (-1) = ψ 0 * r := by simpa [hqr] using pq 1
    simp only [chainH, if_true, zero_add, zero_sub] at h1
    rw [p1, p2] at h1
    apply mul_left_cancel₀ h0
    linear_combination h1
  obtain ⟨s0, s1, sq, sD⟩ := decay_spec ht hU
  have sqC : (t : ℂ) * (decay t U : ℂ) ^ 2 + U * (decay t U : ℂ) = t := by exact_mod_cast sq
  have sDC : 2 * (t : ℂ) * (decay t U : ℂ) + U = (Real.sqrt (U ^ 2 + 4 * t ^ 2) : ℂ) := by
    exact_mod_cast sD
  have hrq : (t : ℂ) * r ^ 2 + U * r = t := by
    linear_combination -r * hE - r * he - t * hr
  have hrs : r = (decay t U : ℂ) := by
    have hm : (r - (decay t U : ℂ)) * (r * (decay t U : ℂ) + 1) = 0 := by
      apply mul_left_cancel₀ htC
      linear_combination (decay t U : ℂ) * hrq - r * sqC
    rcases mul_eq_zero.1 hm with h1 | h1
    · exact sub_eq_zero.1 h1
    · have h2 := hlt r (decay t U : ℂ) r1
        (by rw [Complex.norm_real, Real.norm_of_nonneg s0.le]; exact s1)
      rw [eq_neg_of_add_eq_zero_left h1, norm_neg, norm_one] at h2
      exact absurd h2 (lt_irrefl _)
  refine ⟨by rw [← hE, hrs, ← sDC]; ring, h0, fun n => ?_⟩
  obtain ⟨k, rfl | rfl⟩ := n.eq_nat_or_neg
  · rw [Int.natAbs_natCast, ← hrs]
    exact pr k
  · rw [Int.natAbs_neg, Int.natAbs_natCast, ← hrs, ← hqr]
    exact pq k
```

The charge sums split the integers into $n\ge0$ and $-(n+1)$.

```lean
/-- For `0 ≤ a < 1`, the sum of `a^|n|` over all sites is `(1+a)/(1-a)`, and over the sites
with `|n| > N` it is `2 a^(N+1)/(1-a)`. -/
theorem geometric_charge {a : ℝ} (h0 : 0 ≤ a) (h1 : a < 1) (N : ℕ) :
    HasSum (fun n : ℤ => a ^ n.natAbs) ((1 + a) / (1 - a)) ∧
    HasSum (fun n : ℤ => if N < n.natAbs then a ^ n.natAbs else 0)
      (2 * a ^ (N + 1) / (1 - a)) := by
  have h := hasSum_geometric_of_lt_one h0 h1
  have hn : ∀ n : ℕ, (-((n : ℤ) + 1)).natAbs = n + 1 := by intro n; omega
  have tail : ∀ M : ℕ, HasSum (fun n : ℕ => if M ≤ n then a ^ n else 0)
      (a ^ M * (1 - a)⁻¹) := by
    intro M
    have key : HasSum (fun n : ℕ => if M ≤ n + M then a ^ (n + M) else 0)
        (a ^ M * (1 - a)⁻¹) := by
      have hf : (fun n : ℕ => if M ≤ n + M then a ^ (n + M) else 0)
          = fun n => a ^ M * a ^ n := by
        funext n
        rw [if_pos (show M ≤ n + M by omega), pow_add, mul_comm]
      rw [hf]
      exact h.mul_left _
    have hz : ∑ i ∈ Finset.range M, (if M ≤ i then a ^ i else (0 : ℝ)) = 0 := by
      apply Finset.sum_eq_zero
      intro i hi
      exact if_neg (not_le.2 (Finset.mem_range.1 hi))
    have h2 := (hasSum_nat_add_iff (f := fun n : ℕ => if M ≤ n then a ^ n else (0 : ℝ)) M).1 key
    simpa only [hz, add_zero] using h2
  constructor
  · have hp : HasSum (fun n : ℕ => a ^ (n : ℤ).natAbs) (1 - a)⁻¹ := by
      simpa only [Int.natAbs_natCast] using h
    have hm : HasSum (fun n : ℕ => a ^ (-((n : ℤ) + 1)).natAbs) (a * (1 - a)⁻¹) := by
      simp only [hn, pow_succ']
      exact h.mul_left a
    convert HasSum.of_nat_of_neg_add_one (f := fun n : ℤ => a ^ n.natAbs) hp hm using 1
    ring
  · have hp : HasSum (fun n : ℕ => if N < (n : ℤ).natAbs then a ^ (n : ℤ).natAbs else 0)
        (a ^ (N + 1) * (1 - a)⁻¹) := by
      simp only [Int.natAbs_natCast]
      exact tail (N + 1)
    have hm : HasSum (fun n : ℕ => if N < (-((n : ℤ) + 1)).natAbs then
        a ^ (-((n : ℤ) + 1)).natAbs else 0) (a * (a ^ N * (1 - a)⁻¹)) := by
      have hf : (fun n : ℕ => if N < (-((n : ℤ) + 1)).natAbs then
          a ^ (-((n : ℤ) + 1)).natAbs else 0)
          = fun n : ℕ => a * (if N ≤ n then a ^ n else 0) := by
        funext n
        rw [hn]
        by_cases hN : N ≤ n
        · rw [if_pos (show N < n + 1 by omega), if_pos hN, pow_succ']
        · rw [if_neg (show ¬ N < n + 1 by omega), if_neg hN, mul_zero]
      rw [hf]
      exact (tail N).mul_left a
    convert HasSum.of_nat_of_neg_add_one
      (f := fun n : ℤ => if N < n.natAbs then a ^ n.natAbs else 0) hp hm using 1
    ring
```

In the quotient, $|\psi_0|^2$ and $1-s^2$ cancel.

```lean
/-- For `t, U > 0`, every bound state carries the fraction `2 s^(2N+2)/(1+s^2)` of its charge
on the sites with `|n| > N`. -/
theorem boundState_outerFraction {t U : ℝ} (ht : 0 < t) (hU : 0 < U) {E : ℂ} {ψ : ℤ → ℂ}
    (h : IsBoundState t U E ψ) (N : ℕ) :
    outerFraction ψ N = 2 * decay t U ^ (2 * N + 2) / (1 + decay t U ^ 2) := by
  obtain ⟨-, h0, hψ⟩ := boundState_unique ht hU h
  obtain ⟨s0, s1, -, -⟩ := decay_spec ht hU
  have ha : decay t U ^ 2 < 1 := by nlinarith
  have hnorm : ∀ n, ‖ψ n‖ ^ 2 = ‖ψ 0‖ ^ 2 * (decay t U ^ 2) ^ n.natAbs := by
    intro n
    rw [hψ n, norm_mul, norm_pow, Complex.norm_real, Real.norm_of_nonneg s0.le]
    ring
  obtain ⟨hT, hO⟩ := geometric_charge (sq_nonneg (decay t U)) ha N
  have e1 : (∑' n : ℤ, if N < n.natAbs then ‖ψ n‖ ^ 2 else 0)
      = ‖ψ 0‖ ^ 2 * (2 * (decay t U ^ 2) ^ (N + 1) / (1 - decay t U ^ 2)) := by
    rw [← (hO.mul_left (‖ψ 0‖ ^ 2)).tsum_eq]
    exact tsum_congr fun n => by rw [hnorm n]; split_ifs <;> simp
  have e2 : ∑' n : ℤ, ‖ψ n‖ ^ 2
      = ‖ψ 0‖ ^ 2 * ((1 + decay t U ^ 2) / (1 - decay t U ^ 2)) := by
    rw [← (hT.mul_left (‖ψ 0‖ ^ 2)).tsum_eq]
    exact tsum_congr hnorm
  have hc : ‖ψ 0‖ ^ 2 ≠ 0 := pow_ne_zero 2 (norm_ne_zero_iff.2 h0)
  rw [outerFraction, e1, e2, mul_div_mul_left _ _ hc,
    div_div_div_cancel_right₀ (sub_pos.2 ha).ne',
    show decay t U ^ (2 * N + 2) = (decay t U ^ 2) ^ (N + 1) by ring]
```

The case $N=0$ follows from the two identities for $s$.

```lean
/-- For `t, U > 0`, the fraction of a bound state's charge that lies off the defect site is
`1 - U/sqrt(U^2+4t^2)`. -/
theorem boundState_offSite {t U : ℝ} (ht : 0 < t) (hU : 0 < U) {E : ℂ} {ψ : ℤ → ℂ}
    (h : IsBoundState t U E ψ) :
    outerFraction ψ 0 = 1 - U / Real.sqrt (U ^ 2 + 4 * t ^ 2) := by
  obtain ⟨-, -, hq, hD⟩ := decay_spec ht hU
  have hpos : 0 < Real.sqrt (U ^ 2 + 4 * t ^ 2) := Real.sqrt_pos.2 (by positivity)
  have h1 : 1 + decay t U ^ 2 ≠ 0 := by positivity
  rw [boundState_outerFraction ht hU h 0, one_sub_div hpos.ne', div_eq_div_iff h1 hpos.ne']
  linear_combination (1 - decay t U ^ 2) * hD + 2 * decay t U * hq
```

Q: Could "every bound state" be a statement about nothing?

A: Not at $t=2$, $U=3$, where the last theorem exhibits one. For other positive values, substituting $s^{|n|}$ into the eigenvalue equation does the same, though the file leaves that general check to the reader.

```lean
/-- For `t = 2` and `U = 3`, the amplitudes `(1/2)^|n|` form a bound state of energy `-5`. -/
theorem isBoundState_witness :
    IsBoundState 2 3 (-5) (fun n : ℤ => (1 / 2 : ℂ) ^ n.natAbs) := by
  refine ⟨fun h => ?_, ?_, fun n => ?_⟩
  · have h1 := congrFun h 0
    simp at h1
  · have hs := (geometric_charge (a := 1 / 4) (by norm_num) (by norm_num) 0).1.summable
    refine hs.congr fun n => ?_
    have h2 : ‖(1 / 2 : ℂ)‖ = 1 / 2 := by norm_num
    rw [norm_pow, h2, ← pow_mul, mul_comm, pow_mul]
    norm_num
  · rcases lt_trichotomy n 0 with hn | rfl | hn
    · obtain ⟨k, rfl⟩ : ∃ k : ℕ, n = -((k : ℤ) + 1) := ⟨(-n - 1).toNat, by omega⟩
      simp only [chainH]
      rw [if_neg (show ¬ (-((k : ℤ) + 1) = 0) by omega),
        show (-((k : ℤ) + 1) + 1).natAbs = k by omega,
        show (-((k : ℤ) + 1) - 1).natAbs = k + 2 by omega,
        show (-((k : ℤ) + 1)).natAbs = k + 1 by omega]
      push_cast
      ring
    · norm_num [chainH]
    · obtain ⟨k, rfl⟩ : ∃ k : ℕ, n = (k : ℤ) + 1 := ⟨(n - 1).toNat, by omega⟩
      simp only [chainH]
      rw [if_neg (show ¬ ((k : ℤ) + 1 = 0) by omega),
        show ((k : ℤ) + 1 + 1).natAbs = k + 2 by omega,
        show ((k : ℤ) + 1 - 1).natAbs = k by omega,
        show ((k : ℤ) + 1).natAbs = k + 1 by omega]
      push_cast
      ring

end

end DefectChainCharge
```

```lean
#print axioms DefectChainCharge.boundState_offSite
```

```
'DefectChainCharge.boundState_offSite' depends on axioms: [propext, Classical.choice, Quot.sound]
```
